# The anticommutator of two slashed vectors is twice their scalar product in a diagonal metric

Let finitely many elements g_m of a ring obey the Clifford relation g_m g_n + g_n g_m = 2η_mn, where the metric η is diagonal with entries 1 or −1. A vector p with components in a commutative ring K, over which the first ring is an algebra, is slashed by forming the sum of p_m g_m. The theorem `slash_anticomm` says that the anticommutator of two slashed vectors p and q is the image in the algebra of the scalar 2 Σ_m η_m p_m q_m. The attempt expands both products into double sums with the same coefficients p_a q_b, applies the Clifford relation to each pair, and keeps only the diagonal terms.

The first attempt, which Lean rejects:

```lean
import Mathlib

open Finset

namespace SlashAnticomm

variable {R K : Type*} [Ring R] [CommRing K] [Algebra K R] {d : ℕ}

/-- The diagonal metric `η_mn` with diagonal entries `η m`. -/
def metric (η : Fin d → ℤ) (m n : Fin d) : ℤ := if m = n then η m else 0

/-- The elements `g_m` obey `g_m g_n + g_n g_m = 2 η_mn` for a diagonal metric with
entries `1` or `-1`. -/
structure IsClifford (η : Fin d → ℤ) (g : Fin d → R) : Prop where
  sign : ∀ m, η m = 1 ∨ η m = -1
  anticomm : ∀ m n, g m * g n + g n * g m = 2 * (metric η m n : R)

/-- The slashed vector: the sum of `p_m g_m` over `m`. -/
def slash (g : Fin d → R) (p : Fin d → K) : R := ∑ m, p m • g m

/-- If the `g_m` obey the Clifford relation, the anticommutator of two slashed vectors is twice
their scalar product in the metric. -/
theorem slash_anticomm {η : Fin d → ℤ} {g : Fin d → R} (h : IsClifford η g)
    (p q : Fin d → K) :
    slash g p * slash g q + slash g q * slash g p =
      algebraMap K R (2 * ∑ m, (η m : K) * p m * q m) := by
  have e1 : slash g p * slash g q = ∑ a, ∑ b, (p a * q b) • (g a * g b) := by
    simp only [slash, Finset.sum_mul_sum, smul_mul_smul_comm]
  have e2 : slash g q * slash g p = ∑ a, ∑ b, (p a * q b) • (g b * g a) := by
    unfold slash
    rw [Finset.sum_mul_sum, Finset.sum_comm]
    refine Finset.sum_congr rfl fun a _ => Finset.sum_congr rfl fun b _ => ?_
    rw [smul_mul_smul_comm, mul_comm (q b)]
  rw [e1, e2, Finset.mul_sum, map_sum, ← Finset.sum_add_distrib]
  refine Finset.sum_congr rfl fun a _ => ?_
  rw [← Finset.sum_add_distrib]
  simp only [← smul_add, h.anticomm]
  -- only the diagonal of the metric survives
  rw [Finset.sum_eq_single a]
  · have c : 2 * (metric η a a : R) = algebraMap K R (2 * (η a : K)) := by
      simp [metric]
    rw [c, Algebra.smul_def, ← map_mul]
    congr 1
    ring
  · intro b _ hb
    simp [metric, Ne.symm hb]
  · intro ha
    exact absurd (Finset.mem_univ a) ha

end SlashAnticomm
```

The compiler's answer:

```
Main.lean:40:72: error: unsolved goals
R : Type u_1
K : Type u_2
inst✝² : Ring R
inst✝¹ : CommRing K
inst✝ : Algebra K R
d : ℕ
η : Fin d → ℤ
g : Fin d → R
h : IsClifford η g
p q : Fin d → K
e1 : slash g p * slash g q = ∑ a, ∑ b, (p a * q b) • (g a * g b)
e2 : slash g q * slash g p = ∑ a, ∑ b, (p a * q b) • (g b * g a)
a : Fin d
x✝ : a ∈ univ
⊢ 2 * ↑(η a) = (algebraMap K R) 2 * ↑(η a)
```

What went wrong. The error lies in the auxiliary equation `c`, which moves twice a diagonal metric entry from K into R. There `simp [metric]` evaluates the diagonal entry and carries `algebraMap K R` through the product and the integer cast, but leaves the image of the numeral 2 as it is. The remaining goal is `2 * ↑(η a) = (algebraMap K R) 2 * ↑(η a)`. It is true, since a ring homomorphism sends 2 to 2, but `simp` has not made that last step; the message does not say why.

The repair proves the missing fact separately, as `two`. It takes `map_natCast` at the natural number 2 and uses `Nat.cast_ofNat` to turn the casts of 2 into plain numerals. In `c`, the rewrites by `map_mul`, `map_intCast` and `two` then bring the right side to `2 * ↑(η a)`. Finally `simp only [metric, ↓reduceIte]` unfolds the metric on the left and resolves its condition `a = a`, so that the two sides agree.

Fix (accepted with no message):

```diff
@@ -32,4 +32,7 @@
     refine Finset.sum_congr rfl fun a _ => Finset.sum_congr rfl fun b _ => ?_
     rw [smul_mul_smul_comm, mul_comm (q b)]
+  have two : algebraMap K R 2 = 2 := by
+    have t := map_natCast (algebraMap K R) 2
+    simpa only [Nat.cast_ofNat] using t
   rw [e1, e2, Finset.mul_sum, map_sum, ← Finset.sum_add_distrib]
   refine Finset.sum_congr rfl fun a _ => ?_
@@ -39,5 +42,6 @@
   rw [Finset.sum_eq_single a]
   · have c : 2 * (metric η a a : R) = algebraMap K R (2 * (η a : K)) := by
-      simp [metric]
+      rw [map_mul, map_intCast, two]
+      simp only [metric, ↓reduceIte]
     rw [c, Algebra.smul_def, ← map_mul]
     congr 1
```
